# A Relative Residual Bound for Some Nonzero Eigenvalue of a Hermitian Matrix

Let $A$ be an invertible Hermitian matrix, $x$ a nonzero vector and $s$ a real number. Then, in the Euclidean norm, $A$ has a nonzero eigenvalue $l$ with

$$
|l-s|\,\|Ax\| \le |l|\,\|Ax-sx\| .
$$

Since $x\neq0$ and $A$ is invertible, $\|Ax\|>0$, and the inequality bounds the relative error $|l-s|/|l|$ by the ratio $\|Ax-sx\|/\|Ax\|$. Both norms in this ratio can be computed from the trial pair $(s,x)$ without knowing any eigenvalue.

## Residuals measured against a small eigenvalue

An iterative eigensolver produces a trial eigenvalue $s$ and a trial vector $x$. Their residual is $r=Ax-sx$, which vanishes exactly when $Ax=sx$. A familiar bound for Hermitian matrices says that some eigenvalue lies within $\|r\|/\|x\|$ of $s$. This is an absolute distance. If $\|x\|=1$, $\|r\|=10^{-6}$ and $s=10^{-8}$, the resulting interval contains zero and numbers of both signs, so it fixes no digit of the eigenvalue.

The relative bound compares $\|r\|$ with $\|Ax\|$ instead. If $\|r\|\le10^{-3}\|Ax\|$, some eigenvalue has the sign of $s$ and agrees with it to about one part in a thousand, whatever the size of $s$. The condition becomes demanding when $s$ is small: for a unit vector and $s$ near $10^{-8}$, it requires a residual norm of at most about $10^{-11}$. With so small a residual, the absolute bound gives the same relative accuracy. The relative bound remains informative for larger residuals: whenever $\varepsilon=\|r\|/\|Ax\|$ is less than one, some eigenvalue has the sign of $s$ and a magnitude between $|s|/(1+\varepsilon)$ and $|s|/(1-\varepsilon)$, even if the absolute interval contains zero.

For a finite Hessian in the harmonic approximation, this can certify that a curvature close to $s$ is present and has the sign of $s$, which is of interest for soft modes. In electronic structure, the bound applies to a Hermitian Hamiltonian matrix in a finite orthonormal basis, where relative accuracy depends on the chosen zero of energy.

## The statement for operators and for matrices

The general theorem, `exists_eigenvalue_relative`, concerns a linear map $T$ on a finite-dimensional real or complex inner product space. The scalar type `𝕜` with `RCLike 𝕜` covers both cases, and `T.IsSymmetric` means $\langle Tx,y\rangle=\langle x,Ty\rangle$ for all $x,y$, which is Hermiticity. The definition `residual T s x` is $Tx-sx$. The real number $s$ appears as `(s : 𝕜)` when it multiplies a vector.

The theorem assumes $Tx\neq0$ rather than invertibility. It returns a real $l\neq0$ that is an eigenvalue of $T$, expressed by `Module.End.HasEigenvalue T (l : 𝕜)`, and satisfies the relative bound. Thus $T$ may have zero modes, provided that $x$ does not lie entirely in their span.

The matrix theorem, `matrix_relative_bound`, assumes `A.IsHermitian`, invertibility in the form `IsUnit A`, and $x\neq0$. It supplies the eigenvalue together with a nonzero vector $v$ such that $Av=lv$. The function `euclNorm` is needed because Mathlib's default norm on coordinate functions is the largest absolute component, whereas the bound uses the Euclidean norm.

The trial vector need not be normalised: multiplying $x$ by a nonzero scalar multiplies both sides of the inequality by the same factor. Nor does $s$ have to be the Rayleigh quotient of $x$.

The conclusion concerns some eigenvalue. It does not say which one in the ordering, and it gives no error bound for $x$ as an eigenvector. The norms are exact, so rounding errors made in forming $Ax$ and $r$ must be estimated separately.

## Norms as weighted sums over eigenvalues

Choose an orthonormal eigenbasis $e_i$ of $T$, with real eigenvalues $l_i$, and write $c_i=\langle e_i,x\rangle$. Let $r=Tx-sx$. By Hermiticity,

$$
\langle e_i,r\rangle
=\langle Te_i,x\rangle-s\langle e_i,x\rangle
=(l_i-s)c_i .
$$

The squared norm is the sum of the squared moduli of these components:

$$
\|r\|^2=\sum_i(l_i-s)^2|c_i|^2 .
$$

Setting $s=0$ gives

$$
\|Tx\|^2=\sum_i l_i^2|c_i|^2 .
$$

The weights $|c_i|^2$ are the populations of the eigenvectors if $x$ is normalised. In general they sum to $\|x\|^2$.

## Why some nonzero eigenvalue obeys the bound

Suppose that every nonzero eigenvalue violates the inequality. Then, for every $i$ with $l_i\neq0$,

$$
|l_i|\,\|r\|<|l_i-s|\,\|Tx\| .
$$

Both sides are nonnegative, so squaring preserves the strict inequality:

$$
l_i^2\|r\|^2<(l_i-s)^2\|Tx\|^2 .
$$

Multiply by $|c_i|^2$. The result is

$$
l_i^2|c_i|^2\|r\|^2\le(l_i-s)^2|c_i|^2\|Tx\|^2 ,
$$

and it is strict whenever $c_i\neq0$. For an index with $l_i=0$ the same weak inequality holds, because its left side is zero and its right side is nonnegative.

Since $Tx\neq0$, the sum for $\|Tx\|^2$ is positive. At least one term $l_j^2|c_j|^2$ is therefore nonzero, so $l_j\neq0$ and $c_j\neq0$, and the inequality at $j$ is strict. Summing over all $i$ and inserting the two norm formulas gives

$$
\|Tx\|^2\|r\|^2<\|r\|^2\|Tx\|^2 ,
$$

which is impossible. Hence some nonzero eigenvalue satisfies the bound.

For an invertible matrix, $Ax=0$ would imply $x=A^{-1}Ax=0$. A nonzero $x$ therefore meets the condition $Ax\neq0$, and the matrix statement follows.

## Sign and leading digits

Now suppose that $\|r\|\le\varepsilon\|Tx\|$ with $\varepsilon<1$ and $Tx\neq0$. Norms are nonnegative, so $\varepsilon\ge0$. For the eigenvalue $l$ found above,

$$
|l-s|\,\|Tx\|\le|l|\,\|r\|\le\varepsilon|l|\,\|Tx\| ,
$$

and division by $\|Tx\|$ gives $|l-s|\le\varepsilon|l|$.

Because $l\neq0$ and $\varepsilon<1$, this implies $|l-s|<|l|$. Squaring and cancelling $l^2$ leaves $s^2<2ls$, so $ls>0$: the eigenvalue and $s$ have the same sign, and neither is zero.

To express the error through the known number $s$, use $|l|\le|s|+|l-s|$:

$$
|l-s|\le\varepsilon|s|+\varepsilon|l-s| .
$$

Collecting the error terms and dividing by $1-\varepsilon>0$ yields

$$
|l-s|\le\frac{\varepsilon}{1-\varepsilon}|s| .
$$

This is `certified_digits`. A single eigenvalue satisfies both the sign condition and the error bound.

## Equality for a two-level matrix

Take $A=\operatorname{diag}(a,b)$ with $a,b>0$, and let $s$ be the harmonic mean $2ab/(a+b)$. Then

$$
a-s=a\,\frac{a-b}{a+b},\qquad
b-s=b\,\frac{b-a}{a+b} .
$$

With $q=|a-b|/(a+b)$, both eigenvalues satisfy $|l-s|=q|l|$. For a real vector $x=(x_0,x_1)$, the components of the residual have absolute values $q\,a|x_0|$ and $q\,b|x_1|$, so $\|r\|=q\|Ax\|$. Consequently

$$
|l-s|\,\|Ax\|=q|l|\,\|Ax\|=|l|\,\|r\| .
$$

Equality holds for every real $x$ and for both eigenvalues. When $a\neq b$ and $x\neq0$, both sides are positive, so the right side of the general bound cannot be multiplied by a constant smaller than one.

## The complete Lean development

```lean
import Mathlib

open Matrix

namespace RelativeResidualBound

noncomputable section

variable {𝕜 E : Type*} [RCLike 𝕜] [NormedAddCommGroup E] [InnerProductSpace 𝕜 E]

/-- The residual `T x - s x` of a trial vector `x` and a real trial eigenvalue `s`. -/
def residual (T : E →ₗ[𝕜] E) (s : ℝ) (x : E) : E := T x - (s : 𝕜) • x

/-- The squared residual norm is the sum over an orthonormal eigenbasis of the squared distances of
the eigenvalues of the Hermitian map `T` from `s`, weighted by the squared moduli of the components
of `x`. -/
theorem residual_norm_sq [FiniteDimensional 𝕜 E] {T : E →ₗ[𝕜] E} (hT : T.IsSymmetric)
    (s : ℝ) (x : E) :
    ‖residual T s x‖ ^ 2 = ∑ i, (hT.eigenvalues rfl i - s) ^ 2 *
      ‖inner 𝕜 (hT.eigenvectorBasis rfl i) x‖ ^ 2 := by
  rw [← (hT.eigenvectorBasis rfl).repr.norm_map, EuclideanSpace.norm_sq_eq]
  refine Finset.sum_congr rfl fun i _ => ?_
  -- each component of the residual is the component of `x` times `l_i - s`
  have h : inner 𝕜 (hT.eigenvectorBasis rfl i) (residual T s x) =
      ((hT.eigenvalues rfl i - s : ℝ) : 𝕜) * inner 𝕜 (hT.eigenvectorBasis rfl i) x := by
    rw [residual, inner_sub_right, ← hT (hT.eigenvectorBasis rfl i) x,
      hT.apply_eigenvectorBasis, inner_smul_left, inner_smul_right, RCLike.conj_ofReal,
      RCLike.ofReal_sub]
    ring
  rw [OrthonormalBasis.repr_apply_apply, h, norm_mul, RCLike.norm_ofReal, mul_pow, sq_abs]

/-- Relative residual bound: if `T` is Hermitian and `T x ≠ 0`, some nonzero eigenvalue `l`
satisfies `|l - s| ‖T x‖ ≤ |l| ‖T x - s x‖`. -/
theorem exists_eigenvalue_relative [FiniteDimensional 𝕜 E] {T : E →ₗ[𝕜] E}
    (hT : T.IsSymmetric) {x : E} (hx : T x ≠ 0) (s : ℝ) :
    ∃ l : ℝ, l ≠ 0 ∧ Module.End.HasEigenvalue T (l : 𝕜) ∧
      |l - s| * ‖T x‖ ≤ |l| * ‖residual T s x‖ := by
  by_contra hcon
  have hR := residual_norm_sq hT s x
  have hN := residual_norm_sq hT 0 x
  simp only [residual, RCLike.ofReal_zero, zero_smul, sub_zero] at hN
  -- every nonzero eigenvalue violates the squared bound
  have hlt : ∀ i, hT.eigenvalues rfl i ≠ 0 →
      (hT.eigenvalues rfl i) ^ 2 * ‖residual T s x‖ ^ 2 <
        (hT.eigenvalues rfl i - s) ^ 2 * ‖T x‖ ^ 2 := by
    intro i hi
    have h := not_le.mp (fun h => hcon ⟨hT.eigenvalues rfl i, hi,
      hT.hasEigenvalue_eigenvalues rfl i, h⟩)
    have h2 := pow_lt_pow_left₀ h (by positivity) two_ne_zero
    simpa only [mul_pow, sq_abs] using h2
  -- some eigenvector with nonzero eigenvalue is populated
  have hpos : 0 < ‖T x‖ ^ 2 := pow_pos (norm_pos_iff.mpr hx) 2
  obtain ⟨j, -, hj⟩ := Finset.exists_ne_zero_of_sum_ne_zero (hN ▸ hpos.ne')
  have hj1 : hT.eigenvalues rfl j ≠ 0 := fun h => hj (by rw [h]; ring)
  have hj2 : 0 < ‖inner 𝕜 (hT.eigenvectorBasis rfl j) x‖ ^ 2 :=
    lt_of_le_of_ne (sq_nonneg _) (fun h => hj (by rw [← h, mul_zero]))
  -- the weighted sum gives a number strictly smaller than itself
  have hsum : ∑ i, ((hT.eigenvalues rfl i) ^ 2 *
        ‖inner 𝕜 (hT.eigenvectorBasis rfl i) x‖ ^ 2) * ‖residual T s x‖ ^ 2 <
      ∑ i, ((hT.eigenvalues rfl i - s) ^ 2 *
        ‖inner 𝕜 (hT.eigenvectorBasis rfl i) x‖ ^ 2) * ‖T x‖ ^ 2 := by
    refine Finset.sum_lt_sum (fun i _ => ?_) ⟨j, Finset.mem_univ j, ?_⟩
    · by_cases hi : hT.eigenvalues rfl i = 0
      · rw [hi]
        have : 0 ≤ ((0 - s) ^ 2 * ‖inner 𝕜 (hT.eigenvectorBasis rfl i) x‖ ^ 2) *
          ‖T x‖ ^ 2 := by positivity
        linarith
      · have := mul_le_mul_of_nonneg_right (hlt i hi).le
          (sq_nonneg ‖inner 𝕜 (hT.eigenvectorBasis rfl i) x‖)
        linarith
    · have := mul_lt_mul_of_pos_right (hlt j hj1) hj2
      linarith
  rw [← Finset.sum_mul, ← Finset.sum_mul, ← hN, ← hR, mul_comm] at hsum
  exact lt_irrefl _ hsum

/-- Certified digits: if `T` is Hermitian, `T x ≠ 0` and the norm of the residual is at most `ε ‖T
x‖` with `ε < 1`, some eigenvalue has the sign of `s` and differs from `s` by at most the fraction
`ε / (1 - ε)` of `|s|`. -/
theorem certified_digits [FiniteDimensional 𝕜 E] {T : E →ₗ[𝕜] E}
    (hT : T.IsSymmetric) {x : E} (hx : T x ≠ 0) {s ε : ℝ} (hε : ε < 1)
    (hres : ‖residual T s x‖ ≤ ε * ‖T x‖) :
    ∃ l : ℝ, Module.End.HasEigenvalue T (l : 𝕜) ∧ 0 < l * s ∧
      |l - s| ≤ ε / (1 - ε) * |s| := by
  obtain ⟨l, hl0, hev, hle⟩ := exists_eigenvalue_relative hT hx s
  have hN : 0 < ‖T x‖ := norm_pos_iff.mpr hx
  have hε0 : 0 ≤ ε := by
    by_contra h
    have h1 := mul_neg_of_neg_of_pos (not_le.mp h) hN
    linarith [norm_nonneg (residual T s x)]
  have hrel : |l - s| ≤ ε * |l| := by
    refine le_of_mul_le_mul_right ?_ hN
    have := mul_le_mul_of_nonneg_left hres (abs_nonneg l)
    linarith
  have hl : 0 < |l| := abs_pos.mpr hl0
  refine ⟨l, hev, ?_, ?_⟩
  · -- an error smaller than `|l|` cannot change the sign
    have h1 : |l - s| < |l| := by nlinarith
    have h2 := sq_lt_sq.mpr h1
    nlinarith [sq_nonneg s]
  · have htri : |l| ≤ |s| + |l - s| := by
      have := abs_add_le s (l - s)
      rwa [add_sub_cancel] at this
    have h3 := mul_le_mul_of_nonneg_left htri hε0
    rw [div_mul_eq_mul_div, le_div_iff₀ (by linarith)]
    linarith

/-- The Euclidean norm of a coordinate vector. -/
def euclNorm {n : Type*} [Fintype n] (v : n → 𝕜) : ℝ := ‖WithLp.toLp 2 v‖

/-- Matrix form: for an invertible Hermitian matrix `A`, a nonzero vector `x` and a real `s`,
some nonzero eigenvalue `l` satisfies `|l - s| ‖A x‖ ≤ |l| ‖A x - s x‖`. -/
theorem matrix_relative_bound {n : Type*} [Fintype n] [DecidableEq n] {A : Matrix n n 𝕜}
    (hA : A.IsHermitian) (hU : IsUnit A) {x : n → 𝕜} (hx : x ≠ 0) (s : ℝ) :
    ∃ (l : ℝ) (v : n → 𝕜), l ≠ 0 ∧ v ≠ 0 ∧ A *ᵥ v = (l : 𝕜) • v ∧
      |l - s| * euclNorm (A *ᵥ x) ≤ |l| * euclNorm (A *ᵥ x - (s : 𝕜) • x) := by
  have hT : (Matrix.toEuclideanLin A).IsSymmetric :=
    Matrix.isSymmetric_toEuclideanLin_iff.mpr hA
  -- invertibility guarantees `A x ≠ 0`
  have hAx : Matrix.toEuclideanLin A (WithLp.toLp 2 x) ≠ 0 := by
    intro h
    have h0 : A *ᵥ x = 0 := congrArg WithLp.ofLp h
    obtain ⟨B, hB⟩ := hU.exists_left_inv
    apply hx
    rw [← Matrix.one_mulVec x, ← hB, ← Matrix.mulVec_mulVec, h0, Matrix.mulVec_zero]
  obtain ⟨l, hl0, hev, hle⟩ := exists_eigenvalue_relative hT hAx s
  obtain ⟨v, hv⟩ := hev.exists_hasEigenvector
  refine ⟨l, v.ofLp, hl0, ?_, congrArg WithLp.ofLp hv.apply_eq_smul, hle⟩
  intro h
  apply hv.2
  ext i
  exact congrFun h i

/-- Sharpness: for `diag(a, b)` with `a, b > 0` and `s` the harmonic mean of `a` and `b`,
the relative bound is an equality for every vector and every eigenvalue. -/
theorem relative_bound_sharp {a b : ℝ} (ha : 0 < a) (hb : 0 < b) (x : Fin 2 → ℝ)
    {l : ℝ} {v : Fin 2 → ℝ} (hv : v ≠ 0) (hl : diagonal ![a, b] *ᵥ v = l • v) :
    |l - 2 * a * b / (a + b)| * euclNorm (diagonal ![a, b] *ᵥ x) =
      |l| * euclNorm (diagonal ![a, b] *ᵥ x - (2 * a * b / (a + b)) • x) := by
  have hab : a + b ≠ 0 := by positivity
  have hnorm : ∀ w : Fin 2 → ℝ, euclNorm w ^ 2 = w 0 ^ 2 + w 1 ^ 2 := by
    intro w
    rw [euclNorm, EuclideanSpace.norm_sq_eq]
    simp [Fin.sum_univ_two]
  have hd : ∀ w : Fin 2 → ℝ, diagonal ![a, b] *ᵥ w = ![a * w 0, b * w 1] := by
    intro w
    ext i
    fin_cases i <;> simp [Matrix.mulVec_diagonal]
  -- the only eigenvalues are `a` and `b`
  have hcases : l = a ∨ l = b := by
    rw [hd] at hl
    have h0 : a * v 0 = l * v 0 := congrFun hl 0
    have h1 : b * v 1 = l * v 1 := congrFun hl 1
    by_cases hv0 : v 0 = 0
    · right
      have hv1 : v 1 ≠ 0 := by
        intro h
        apply hv
        ext i
        fin_cases i
        · exact hv0
        · exact h
      exact (mul_right_cancel₀ hv1 h1).symm
    · left
      exact (mul_right_cancel₀ hv0 h0).symm
  have hnn : ∀ w : Fin 2 → ℝ, 0 ≤ euclNorm w := fun w => norm_nonneg _
  refine (sq_eq_sq₀ (mul_nonneg (abs_nonneg _) (hnn _))
    (mul_nonneg (abs_nonneg _) (hnn _))).mp ?_
  rw [mul_pow, mul_pow, sq_abs, sq_abs, hnorm, hnorm, hd]
  simp only [Pi.sub_apply, Pi.smul_apply, smul_eq_mul, Matrix.cons_val_zero,
    Matrix.cons_val_one]
  rcases hcases with h | h <;> rw [h] <;> field_simp <;> ring

end

end RelativeResidualBound
```

```lean
#print axioms RelativeResidualBound.certified_digits
-- 'RelativeResidualBound.certified_digits' depends on axioms: [propext, Classical.choice, Quot.sound]
#print axioms RelativeResidualBound.matrix_relative_bound
-- 'RelativeResidualBound.matrix_relative_bound' depends on axioms: [propext, Classical.choice, Quot.sound]
#print axioms RelativeResidualBound.relative_bound_sharp
-- 'RelativeResidualBound.relative_bound_sharp' depends on axioms: [propext, Classical.choice, Quot.sound]
```

## How the Lean proof follows the spectral argument

The lemma `residual_norm_sq` proves the weighted-sum formula. Its first rewrite passes to coordinates in `hT.eigenvectorBasis rfl`, which preserves the norm, and `EuclideanSpace.norm_sq_eq` expands the squared norm into a sum. The local identity `h` is the component formula $\langle e_i,r\rangle=(l_i-s)c_i$. Symmetry moves $T$ onto the eigenvector, and `RCLike.conj_ofReal` records that conjugation leaves the real eigenvalue unchanged.

In `exists_eigenvalue_relative`, the tactic `by_contra` introduces the assumption that no suitable eigenvalue exists. The formula is used twice: `hR` is the expansion of $\|r\|^2$, and `hN` is its case $s=0$, which expands $\|Tx\|^2$. The step `hlt` turns the assumed failure into the squared strict inequality for each nonzero eigenvalue.

The index `j` comes from `Finset.exists_ne_zero_of_sum_ne_zero`: a nonzero sum has a nonzero term. From that term, `hj1` extracts $l_j\neq0$ and `hj2` extracts $|c_j|^2>0$. The comparison `hsum` then uses `Finset.sum_lt_sum`, which asks for a weak inequality at every index and a strict one at some index. The split on whether $l_i=0$ treats the zero modes separately, as in the derivation above. Factoring the common norms out of the sums and substituting `hN` and `hR` leaves a number strictly smaller than itself, which `lt_irrefl` rules out.

The proof of `certified_digits` starts from this eigenvalue. It derives $\varepsilon\ge0$ in `hε0` and cancels $\|Tx\|$ to obtain `hrel`, the inequality $|l-s|\le\varepsilon|l|$. The sign follows by squaring $|l-s|<|l|$ with `sq_lt_sq`. The error bound follows from the triangle inequality `htri`, after `le_div_iff₀` has cleared the positive denominator $1-\varepsilon$.

For `matrix_relative_bound`, the matrix is regarded as the operator `Matrix.toEuclideanLin A`, and matrix Hermiticity becomes symmetry of that operator. A left inverse `B` of `A` shows that $Ax=0$ would force $x=0$. The operator theorem then supplies $l$, and an eigenvector is converted back to coordinates to give the explicit $v$.

The proof of `relative_bound_sharp` first writes out the Euclidean norm and the action of the diagonal matrix in components, as `hnorm` and `hd`. The step `hcases` shows that an eigenvalue must be $a$ or $b$: whichever component of $v$ is nonzero can be cancelled from the corresponding eigenvalue equation. Both sides of the claimed equality are nonnegative, so it is enough to compare their squares. In each of the two cases, `field_simp` clears the denominator $a+b$ and `ring` checks the remaining polynomial identity.
